# A retardation bound for the long-wavelength form of j_L

The spherical Bessel function j_L is defined here by an integral representation over [-1, 1]; that it solves the radial wave equation is not proved. From this definition, the file bounds the distance between j_L(x) and its long-wavelength form x^L/(2L+1)!! for every natural L and real x. Here (2L+1)!! is the product of the odd numbers from 1 to 2L+1.

In Lean 4 with Mathlib:

```lean
import Mathlib

open scoped Nat

namespace MultipoleRetardation

noncomputable section

/-- The spherical Bessel function `j_L(x)` in its integral representation. -/
def sphericalBessel (L : ℕ) (x : ℝ) : ℝ :=
  x ^ L / (2 ^ (L + 1) * (L ! : ℝ)) * ∫ t in (-1 : ℝ)..1, Real.cos (x * t) * (1 - t ^ 2) ^ L

/-- The second moment of the weight `(1 - t²)^L` on `[-1, 1]`, multiplied by `2L + 3`,
equals its total mass. -/
theorem second_moment (L : ℕ) :
    (2 * (L : ℝ) + 3) * ∫ t in (-1 : ℝ)..1, t ^ 2 * (1 - t ^ 2) ^ L
      = ∫ t in (-1 : ℝ)..1, (1 - t ^ 2) ^ L := by
  -- the integrand below is the derivative of `t (1 - t²)^(L+1)`, which vanishes at both ends
  have hderiv : ∀ t : ℝ, HasDerivAt (fun t : ℝ => t * (1 - t ^ 2) ^ (L + 1))
      ((1 - t ^ 2) ^ L - (2 * (L : ℝ) + 3) * (t ^ 2 * (1 - t ^ 2) ^ L)) t := by
    intro t
    have h1 : HasDerivAt (fun t : ℝ => 1 - t ^ 2) (-(2 * t)) t := by
      simpa using (hasDerivAt_pow 2 t).const_sub 1
    refine ((hasDerivAt_id' t).fun_mul (h1.fun_pow (L + 1))).congr_deriv ?_
    simp only [Nat.add_sub_cancel]
    push_cast
    ring
  have h : ∫ t in (-1 : ℝ)..1,
      ((1 - t ^ 2) ^ L - (2 * (L : ℝ) + 3) * (t ^ 2 * (1 - t ^ 2) ^ L)) = 0 := by
    rw [intervalIntegral.integral_eq_sub_of_hasDerivAt (fun t _ => hderiv t)
      (Continuous.intervalIntegrable (by fun_prop) _ _)]
    simp
  rw [intervalIntegral.integral_sub, intervalIntegral.integral_const_mul] at h
  · linarith
  all_goals exact Continuous.intervalIntegrable (by fun_prop) _ _

/-- The total mass of the weight `(1 - t²)^L` on `[-1, 1]` is `2^(L+1) L! / (2L+1)!!`. -/
theorem total_mass (L : ℕ) :
    ∫ t in (-1 : ℝ)..1, (1 - t ^ 2) ^ L
      = 2 ^ (L + 1) * (L ! : ℝ) / ((2 * L + 1)‼ : ℝ) := by
  induction L with
  | zero => norm_num [Nat.doubleFactorial]
  | succ L ih =>
    have e : ∫ t in (-1 : ℝ)..1, (1 - t ^ 2) ^ (L + 1)
        = (∫ t in (-1 : ℝ)..1, (1 - t ^ 2) ^ L)
          - ∫ t in (-1 : ℝ)..1, t ^ 2 * (1 - t ^ 2) ^ L := by
      rw [← intervalIntegral.integral_sub]
      · refine intervalIntegral.integral_congr (fun t _ => ?_)
        ring
      all_goals exact Continuous.intervalIntegrable (by fun_prop) _ _
    have hs : ∫ t in (-1 : ℝ)..1, t ^ 2 * (1 - t ^ 2) ^ L
        = (2 ^ (L + 1) * (L ! : ℝ) / ((2 * L + 1)‼ : ℝ)) / (2 * (L : ℝ) + 3) := by
      rw [eq_div_iff (by positivity), ← ih, ← second_moment L]
      ring
    have hd : ((2 * L + 1)‼ : ℝ) ≠ 0 := by
      exact_mod_cast (Nat.doubleFactorial_pos _).ne'
    have h3 : 2 * (L : ℝ) + 3 ≠ 0 := by positivity
    have hdf : ((2 * (L + 1) + 1)‼ : ℝ) = (2 * (L : ℝ) + 3) * ((2 * L + 1)‼ : ℝ) := by
      rw [show 2 * (L + 1) + 1 = (2 * L + 1) + 2 by ring, Nat.doubleFactorial_add_two]
      push_cast
      ring
    rw [e, hs, ih, hdf, Nat.factorial_succ]
    push_cast
    field_simp
    ring

/-- The Bessel prefactor times the mass and times the second moment of the weight. -/
theorem prefactor_moments (L : ℕ) (x : ℝ) :
    x ^ L / (2 ^ (L + 1) * (L ! : ℝ)) * (∫ t in (-1 : ℝ)..1, (1 - t ^ 2) ^ L)
        = x ^ L / ((2 * L + 1)‼ : ℝ) ∧
    x ^ L / (2 ^ (L + 1) * (L ! : ℝ)) * (∫ t in (-1 : ℝ)..1, t ^ 2 * (1 - t ^ 2) ^ L)
        = x ^ L / ((2 * (L : ℝ) + 3) * ((2 * L + 1)‼ : ℝ)) := by
  have hd : ((2 * L + 1)‼ : ℝ) ≠ 0 := by
    exact_mod_cast (Nat.doubleFactorial_pos _).ne'
  have hf : (L ! : ℝ) ≠ 0 := by exact_mod_cast L.factorial_ne_zero
  have h3 : 2 * (L : ℝ) + 3 ≠ 0 := by positivity
  have hs : ∫ t in (-1 : ℝ)..1, t ^ 2 * (1 - t ^ 2) ^ L
      = (2 ^ (L + 1) * (L ! : ℝ) / ((2 * L + 1)‼ : ℝ)) / (2 * (L : ℝ) + 3) := by
    rw [eq_div_iff h3, ← total_mass, ← second_moment L]
    ring
  constructor
  · rw [total_mass]
    field_simp
  · rw [hs]
    field_simp

/-- If `f` is continuous and `|f(t)| ≤ K t²` on `[-1, 1]`, the weighted integral of `f` with the
Bessel prefactor is at most `K |x|^L / ((2L+3)(2L+1)!!)` in absolute value. -/
theorem weighted_bound (L : ℕ) (x K : ℝ) (f : ℝ → ℝ) (hf : Continuous f)
    (h : ∀ t ∈ Set.Icc (-1 : ℝ) 1, |f t| ≤ K * t ^ 2) :
    |x ^ L / (2 ^ (L + 1) * (L ! : ℝ)) * ∫ t in (-1 : ℝ)..1, f t * (1 - t ^ 2) ^ L|
      ≤ K * (|x| ^ L / ((2 * (L : ℝ) + 3) * ((2 * L + 1)‼ : ℝ))) := by
  have hI : |∫ t in (-1 : ℝ)..1, f t * (1 - t ^ 2) ^ L|
      ≤ K * ∫ t in (-1 : ℝ)..1, t ^ 2 * (1 - t ^ 2) ^ L := by
    rw [← intervalIntegral.integral_const_mul]
    refine (intervalIntegral.abs_integral_le_integral_abs (by norm_num)).trans ?_
    refine intervalIntegral.integral_mono_on (by norm_num)
      (Continuous.intervalIntegrable (by fun_prop) _ _)
      (Continuous.intervalIntegrable (by fun_prop) _ _) (fun t ht => ?_)
    -- the weight is nonnegative on the interval
    have hw : 0 ≤ (1 - t ^ 2) ^ L := pow_nonneg (by nlinarith [ht.1, ht.2]) L
    rw [abs_mul, abs_of_nonneg hw, ← mul_assoc]
    exact mul_le_mul_of_nonneg_right (h t ht) hw
  have hC : |x ^ L / (2 ^ (L + 1) * (L ! : ℝ))| = |x| ^ L / (2 ^ (L + 1) * (L ! : ℝ)) := by
    rw [abs_div, abs_pow, abs_of_pos (show (0 : ℝ) < 2 ^ (L + 1) * (L ! : ℝ) by positivity)]
  rw [abs_mul, hC, ← (prefactor_moments L |x|).2]
  refine (mul_le_mul_of_nonneg_left hI (by positivity)).trans (le_of_eq ?_)
  ring

/-- **Retardation bound.** The radial function `j_L(x)` differs from its long-wavelength form
`x^L/(2L+1)!!` by at most `|x|^(L+2) / (2(2L+3)(2L+1)!!)`, for every real `x`. -/
theorem retardation_bound (L : ℕ) (x : ℝ) :
    |sphericalBessel L x - x ^ L / ((2 * L + 1)‼ : ℝ)|
      ≤ |x| ^ (L + 2) / (2 * (2 * (L : ℝ) + 3) * ((2 * L + 1)‼ : ℝ)) := by
  have h : ∫ t in (-1 : ℝ)..1, (Real.cos (x * t) - 1) * (1 - t ^ 2) ^ L
      = (∫ t in (-1 : ℝ)..1, Real.cos (x * t) * (1 - t ^ 2) ^ L)
        - ∫ t in (-1 : ℝ)..1, (1 - t ^ 2) ^ L := by
    rw [← intervalIntegral.integral_sub]
    · refine intervalIntegral.integral_congr (fun t _ => ?_)
      ring
    all_goals exact Continuous.intervalIntegrable (by fun_prop) _ _
  have key : sphericalBessel L x - x ^ L / ((2 * L + 1)‼ : ℝ)
      = x ^ L / (2 ^ (L + 1) * (L ! : ℝ))
        * ∫ t in (-1 : ℝ)..1, (Real.cos (x * t) - 1) * (1 - t ^ 2) ^ L := by
    unfold sphericalBessel
    rw [h]
    linear_combination (prefactor_moments L x).1
  rw [key]
  refine (weighted_bound L x (x ^ 2 / 2) (fun t => Real.cos (x * t) - 1) (by fun_prop)
    (fun t _ => ?_)).trans (le_of_eq ?_)
  · -- `1 - y²/2 ≤ cos y ≤ 1`
    rw [abs_le]
    constructor <;>
      nlinarith [Real.one_sub_sq_div_two_le_cos (x := x * t), Real.cos_le_one (x * t),
        sq_nonneg (x * t)]
  · have hd : ((2 * L + 1)‼ : ℝ) ≠ 0 := by
      exact_mod_cast (Nat.doubleFactorial_pos _).ne'
    rw [pow_add, sq_abs]
    field_simp

/-- For `|x| ≤ 1` the first retardation correction multiplies the long-wavelength form by
`1 - x²/(2(2L+3))`, with a remainder of order `|x|^(L+4)`. -/
theorem first_retardation_correction (L : ℕ) (x : ℝ) (hx : |x| ≤ 1) :
    |sphericalBessel L x
        - x ^ L / ((2 * L + 1)‼ : ℝ) * (1 - x ^ 2 / (2 * (2 * (L : ℝ) + 3)))|
      ≤ 5 / 96 * x ^ 4 * (|x| ^ L / ((2 * (L : ℝ) + 3) * ((2 * L + 1)‼ : ℝ))) := by
  have h : ∫ t in (-1 : ℝ)..1, (Real.cos (x * t) - 1 + x ^ 2 / 2 * t ^ 2) * (1 - t ^ 2) ^ L
      = (∫ t in (-1 : ℝ)..1, Real.cos (x * t) * (1 - t ^ 2) ^ L)
        - (∫ t in (-1 : ℝ)..1, (1 - t ^ 2) ^ L)
        + x ^ 2 / 2 * ∫ t in (-1 : ℝ)..1, t ^ 2 * (1 - t ^ 2) ^ L := by
    rw [← intervalIntegral.integral_const_mul, ← intervalIntegral.integral_sub,
      ← intervalIntegral.integral_add]
    · refine intervalIntegral.integral_congr (fun t _ => ?_)
      ring
    all_goals exact Continuous.intervalIntegrable (by fun_prop) _ _
  have hd : ((2 * L + 1)‼ : ℝ) ≠ 0 := by
    exact_mod_cast (Nat.doubleFactorial_pos _).ne'
  have e : x ^ L / ((2 * L + 1)‼ : ℝ) * (x ^ 2 / (2 * (2 * (L : ℝ) + 3)))
      = x ^ 2 / 2 * (x ^ L / ((2 * (L : ℝ) + 3) * ((2 * L + 1)‼ : ℝ))) := by
    field_simp
  have key : sphericalBessel L x
        - x ^ L / ((2 * L + 1)‼ : ℝ) * (1 - x ^ 2 / (2 * (2 * (L : ℝ) + 3)))
      = x ^ L / (2 ^ (L + 1) * (L ! : ℝ)) * ∫ t in (-1 : ℝ)..1,
          (Real.cos (x * t) - 1 + x ^ 2 / 2 * t ^ 2) * (1 - t ^ 2) ^ L := by
    unfold sphericalBessel
    rw [h]
    linear_combination e + (prefactor_moments L x).1 - x ^ 2 / 2 * (prefactor_moments L x).2
  rw [key]
  refine weighted_bound L x (5 / 96 * x ^ 4)
    (fun t => Real.cos (x * t) - 1 + x ^ 2 / 2 * t ^ 2) (by fun_prop) (fun t ht => ?_)
  have ht1 : |t| ≤ 1 := abs_le.mpr ht
  have hxt : |x * t| ≤ 1 := by
    rw [abs_mul]
    exact mul_le_one₀ hx (abs_nonneg t) ht1
  have hb := Real.cos_bound hxt
  have h4 : |x * t| ^ 4 = x ^ 4 * t ^ 4 := by
    rw [← abs_pow, abs_of_nonneg (by positivity), mul_pow]
  have ht4 : t ^ 4 ≤ t ^ 2 := by
    have : t ^ 2 ≤ 1 := by nlinarith [ht.1, ht.2]
    nlinarith [sq_nonneg t]
  have hm : x ^ 4 * t ^ 4 ≤ x ^ 4 * t ^ 2 := mul_le_mul_of_nonneg_left ht4 (by positivity)
  rw [h4] at hb
  have e2 : Real.cos (x * t) - 1 + x ^ 2 / 2 * t ^ 2
      = Real.cos (x * t) - (1 - (x * t) ^ 2 / 2) := by ring
  rw [e2]
  linarith

/-- The squared radial factor differs from `(x^L/(2L+1)!!)²` by at most the relative amount
`ε(2 + ε)` with `ε = x²/(2(2L+3))`. -/
theorem squared_factor_bound (L : ℕ) (x : ℝ) :
    |sphericalBessel L x ^ 2 - (x ^ L / ((2 * L + 1)‼ : ℝ)) ^ 2|
      ≤ (x ^ L / ((2 * L + 1)‼ : ℝ)) ^ 2 * (x ^ 2 / (2 * (2 * (L : ℝ) + 3))
          * (2 + x ^ 2 / (2 * (2 * (L : ℝ) + 3)))) := by
  have hd : (0 : ℝ) < ((2 * L + 1)‼ : ℝ) := by
    exact_mod_cast Nat.doubleFactorial_pos _
  have hb := retardation_bound L x
  have e : |x| ^ (L + 2) / (2 * (2 * (L : ℝ) + 3) * ((2 * L + 1)‼ : ℝ))
      = |x ^ L / ((2 * L + 1)‼ : ℝ)| * (x ^ 2 / (2 * (2 * (L : ℝ) + 3))) := by
    rw [abs_div, abs_pow, abs_of_pos hd, pow_add, sq_abs]
    field_simp
  rw [e] at hb
  have hε : 0 ≤ x ^ 2 / (2 * (2 * (L : ℝ) + 3)) := by positivity
  generalize x ^ 2 / (2 * (2 * (L : ℝ) + 3)) = ε at *
  generalize x ^ L / ((2 * L + 1)‼ : ℝ) = a at *
  generalize sphericalBessel L x = j at *
  -- factor the difference of squares around the long-wavelength value
  have h2 : |j - a + 2 * a| ≤ |a| * ε + 2 * |a| := by
    refine (abs_add_le _ _).trans ?_
    rw [abs_mul, abs_two]
    linarith
  calc |j ^ 2 - a ^ 2| = |j - a| * |j - a + 2 * a| := by
        rw [← abs_mul]
        congr 1
        ring
    _ ≤ (|a| * ε) * (|a| * ε + 2 * |a|) :=
        mul_le_mul hb h2 (abs_nonneg _) (by positivity)
    _ = |a| ^ 2 * (ε * (2 + ε)) := by ring
    _ = a ^ 2 * (ε * (2 + ε)) := by rw [sq_abs]

/-- For a finite source with complex weights `c i` at radii `r i`, the retarded amplitude equals
`k^L/(2L+1)!!` times the static moment `∑ c i (r i)^L`, up to the stated error. -/
theorem multipole_amplitude_bound {ι : Type*} [Fintype ι] (L : ℕ) (k : ℝ)
    (c : ι → ℂ) (r : ι → ℝ) :
    ‖∑ i, c i * (sphericalBessel L (k * r i) : ℂ)
        - ((k ^ L / ((2 * L + 1)‼ : ℝ) : ℝ) : ℂ) * ∑ i, c i * (r i : ℂ) ^ L‖
      ≤ |k| ^ (L + 2) / (2 * (2 * (L : ℝ) + 3) * ((2 * L + 1)‼ : ℝ))
          * ∑ i, ‖c i‖ * |r i| ^ (L + 2) := by
  have e : ∑ i, c i * (sphericalBessel L (k * r i) : ℂ)
        - ((k ^ L / ((2 * L + 1)‼ : ℝ) : ℝ) : ℂ) * ∑ i, c i * (r i : ℂ) ^ L
      = ∑ i, c i * ((sphericalBessel L (k * r i)
          - (k * r i) ^ L / ((2 * L + 1)‼ : ℝ) : ℝ) : ℂ) := by
    rw [Finset.mul_sum, ← Finset.sum_sub_distrib]
    refine Finset.sum_congr rfl (fun i _ => ?_)
    push_cast
    ring
  rw [e, Finset.mul_sum]
  refine (norm_sum_le _ _).trans (Finset.sum_le_sum (fun i _ => ?_))
  -- apply the retardation bound at each source point
  rw [norm_mul, Complex.norm_real, Real.norm_eq_abs]
  refine (mul_le_mul_of_nonneg_left (retardation_bound L (k * r i))
    (norm_nonneg _)).trans (le_of_eq ?_)
  rw [abs_mul, mul_pow]
  ring

end

end MultipoleRetardation
```

## The bound and its physical reading

The definition `sphericalBessel` is

j_L(x) = x^L/(2^(L+1) L!) · ∫ cos(xt)(1-t²)^L dt,

with t running from -1 to 1, as in every integral below. The theorem `retardation_bound` states

|j_L(x) - x^L/(2L+1)!!| ≤ |x|^(L+2)/(2(2L+3)(2L+1)!!).

In a radiative transition x = kr, where k is the photon wavenumber and r the distance from the origin of the expansion. The function j_L(kr) is the radial factor of the order-L term when a plane wave is expanded in spherical waves. Replacing it by its leading form (kr)^L/(2L+1)!! neglects the higher powers of kr in that term, which are called retardation corrections here. Write

a = x^L/(2L+1)!!, ε = x²/(2(2L+3)).

The bound then reads |j_L(x) - a| ≤ ε|a|, so the error is at most ε times the size of the long-wavelength form.

Three further theorems build on the same integral:

- `first_retardation_correction` assumes |x| ≤ 1 and compares j_L(x) with a(1 - ε). The remainder is at most (5/96) x⁴ |x|^L/((2L+3)(2L+1)!!).
- `squared_factor_bound` gives |j_L(x)² - a²| ≤ a² ε(2+ε). This square appears in the squared amplitude of a source at a single radius; for an extended source, the contributions are summed before the modulus is squared.
- `multipole_amplitude_bound` treats a source of finitely many points, indexed by `ι`, with complex weights `c i` and radii `r i`. The weights contain the transition density and the angular factors. The amplitude ∑ c_i j_L(k r_i) equals k^L/(2L+1)!! times the static moment ∑ c_i r_i^L, with an error of at most

|k|^(L+2)/(2(2L+3)(2L+1)!!) · ∑ |c_i||r_i|^(L+2).

For a transition density represented by finitely many weighted points, the last theorem bounds the error of computing this scalar amplitude from a static multipole moment. The error is absolute: if the static moment nearly cancels, it can be large relative to the amplitude.

The weights are given, so the error of discretising a continuous density is not included. Vector multipole fields, current contributions and the photon density of states are also absent, and the transition rate itself is not derived. The theorems allow negative k and r, although the physical values are nonnegative.

## Two moments of the weight

Let M_L = ∫ (1-t²)^L dt and S_L = ∫ t²(1-t²)^L dt. Differentiation gives

d/dt [t(1-t²)^(L+1)] = (1-t²)^(L+1) - 2(L+1)t²(1-t²)^L
= (1-t²)^L - (2L+3)t²(1-t²)^L.

The bracket vanishes at t = ±1, so integration yields (2L+3)S_L = M_L. This is `second_moment`, where `hderiv` supplies the derivative and the fundamental theorem of calculus supplies the zero.

Splitting off one factor 1-t² gives

M_(L+1) = M_L - S_L = M_L · 2(L+1)/(2L+3).

Since M_0 = 2, induction gives

M_L = 2^(L+1) L!/(2L+1)!!,

which is `total_mass`. Let A = x^L/(2^(L+1) L!) be the prefactor of j_L. Then `prefactor_moments` records

A M_L = x^L/(2L+1)!!, A S_L = x^L/((2L+3)(2L+1)!!).

## From the cosine to the error

The first of these identities puts the long-wavelength form under the same integral as j_L:

j_L(x) - x^L/(2L+1)!! = A ∫ (cos(xt) - 1)(1-t²)^L dt.

The weight is nonnegative on [-1, 1], and |cos y - 1| ≤ y²/2 for every real y. Hence

|j_L(x) - x^L/(2L+1)!!| ≤ |A| (x²/2) S_L = |x|^(L+2)/(2(2L+3)(2L+1)!!).

The lemma `weighted_bound` performs this estimate for any continuous f with |f(t)| ≤ K t² on the interval. The main theorem uses f(t) = cos(xt) - 1 and K = x²/2; `nlinarith` obtains the required inequality from the lower and upper bounds on the cosine.

For the first correction, the second moment identity gives

j_L(x) - a(1-ε) = A ∫ (cos(xt) - 1 + x²t²/2)(1-t²)^L dt.

When |x| ≤ 1, also |xt| ≤ 1, and `Real.cos_bound` limits the first factor by (5/96)x⁴t⁴. Since t⁴ ≤ t² on the interval, `weighted_bound` applies again with K = (5/96)x⁴. Dividing the result by |x|^(L+2) and letting x → 0 shows that the constant in the main bound is the best possible, a consequence that the file does not state as a theorem.

For the square, write j = j_L(x) and factor:

|j² - a²| = |j - a| |(j - a) + 2a| ≤ ε|a| (ε|a| + 2|a|) = a² ε(2+ε).

For the finite source, the difference of amplitudes is

∑ c_i [j_L(k r_i) - (k r_i)^L/(2L+1)!!].

The triangle inequality, `norm_sum_le`, and the main bound at x = k r_i give the stated error.

## The case L = 0 and a dipole value

For L = 0 the integral is elementary: j_0(x) = sin(x)/x when x ≠ 0, and j_0(0) = 1. The bound becomes |j_0(x) - 1| ≤ x²/6. The index L counts terms of the scalar plane wave and is not in general the multipole order of the photon. There is no monopole radiation of single photons, but when the plane wave multiplies the transition current, its L = 0 term gives electric dipole radiation.

For L = 1 the static moment in the scalar amplitude above is of dipole type. At x = 0.5 the long-wavelength form is 0.5/3 ≈ 0.16667. Integration by parts gives

j_1(x) = sin(x)/x² - cos(x)/x,

so j_1(0.5) ≈ 0.16254. The difference is about 0.00413, and the bound is 0.125/30 ≈ 0.00417. Here ε = 0.025, so the squared factor changes by at most ε(2+ε) ≈ 5.1 per cent of its long-wavelength value.

```lean
#print axioms MultipoleRetardation.retardation_bound
-- 'MultipoleRetardation.retardation_bound' depends on axioms: [propext, Classical.choice, Quot.sound]
#print axioms MultipoleRetardation.first_retardation_correction
-- 'MultipoleRetardation.first_retardation_correction' depends on axioms: [propext, Classical.choice, Quot.sound]
#print axioms MultipoleRetardation.squared_factor_bound
-- 'MultipoleRetardation.squared_factor_bound' depends on axioms: [propext, Classical.choice, Quot.sound]
#print axioms MultipoleRetardation.multipole_amplitude_bound
-- 'MultipoleRetardation.multipole_amplitude_bound' depends on axioms: [propext, Classical.choice, Quot.sound]
```
